# Five ligand directions for which sigma interaction leaves no d orbital combination nonbonding

The theorem `five_ligands_sharp` concerns five ligands acting on the five d orbitals through sigma interaction alone, with their contributions added and every strength positive. It states that the five listed directions are unit vectors, and that the resulting 5 × 5 real matrix sends only the zero vector to zero, so that no nonzero real combination of the d orbitals, normalised or not, is left nonbonding. The attempt checks the lengths direction by direction. For the second claim it uses `nonbonding_iff` to turn annihilation into five conditions of zero overlap, from which it shows that the coefficients of z², x²−y², xy, xz and yz vanish in turn.

The failing Lean file:

```lean
import Mathlib

open Matrix

namespace AngularOverlapSigma

noncomputable section

/-- The sigma interaction matrix of `k` ligands on the five d orbitals: ligand `a` has
strength `e a` and overlap vector `f a`. -/
def sigmaMatrix {k : ℕ} (e : Fin k → ℝ) (f : Fin k → Fin 5 → ℝ) :
    Matrix (Fin 5) (Fin 5) ℝ :=
  Matrix.of fun i j => ∑ a, e a * f a i * f a j

/-- The sigma overlap factors of the orbitals z², yz, xz, xy, x²−y² (in this order) with a ligand in
the direction `n`, for a unit vector `n`. -/
def sigmaFactor (n : Fin 3 → ℝ) : Fin 5 → ℝ :=
  ![n 2 ^ 2 - (n 0 ^ 2 + n 1 ^ 2) / 2, √3 * (n 1 * n 2), √3 * (n 0 * n 2),
    √3 * (n 0 * n 1), √3 * ((n 0 ^ 2 - n 1 ^ 2) / 2)]

/-- The sigma interaction sends a d orbital combination to a sum of ligand overlap vectors,
each weighted by its strength and its overlap with the combination. -/
theorem sigmaMatrix_mulVec {k : ℕ} (e : Fin k → ℝ) (f : Fin k → Fin 5 → ℝ)
    (x : Fin 5 → ℝ) :
    sigmaMatrix e f *ᵥ x = ∑ a, (e a * (f a ⬝ᵥ x)) • f a := by
  ext i
  simp only [sigmaMatrix, Matrix.mulVec, dotProduct, Matrix.of_apply, Finset.sum_apply,
    Pi.smul_apply, smul_eq_mul, Finset.sum_mul, Finset.mul_sum]
  rw [Finset.sum_comm]
  exact Finset.sum_congr rfl fun a _ => Finset.sum_congr rfl fun j _ => by ring

/-- The sigma energy of a d orbital combination `x`, taken as the quadratic form without division by
`x ⬝ᵥ x`, is the sum over ligands of the strength times the squared overlap. -/
theorem sigma_energy {k : ℕ} (e : Fin k → ℝ) (f : Fin k → Fin 5 → ℝ) (x : Fin 5 → ℝ) :
    x ⬝ᵥ (sigmaMatrix e f *ᵥ x) = ∑ a, e a * (f a ⬝ᵥ x) ^ 2 := by
  have expand : ∀ c : Fin k → ℝ,
      x ⬝ᵥ (∑ a, c a • f a) = ∑ a, c a * (f a ⬝ᵥ x) := by
    intro c
    simp only [dotProduct, Finset.sum_apply, Pi.smul_apply, smul_eq_mul, Finset.mul_sum]
    rw [Finset.sum_comm]
    exact Finset.sum_congr rfl fun a _ => Finset.sum_congr rfl fun j _ => by ring
  rw [sigmaMatrix_mulVec, expand]
  exact Finset.sum_congr rfl fun a _ => by ring

/-- For positive strengths, a d orbital combination is annihilated by the sigma interaction
exactly when it has zero overlap with every ligand. -/
theorem nonbonding_iff {k : ℕ} (e : Fin k → ℝ) (f : Fin k → Fin 5 → ℝ)
    (he : ∀ a, 0 < e a) (x : Fin 5 → ℝ) :
    sigmaMatrix e f *ᵥ x = 0 ↔ ∀ a, f a ⬝ᵥ x = 0 := by
  constructor
  · intro h a
    have hE := sigma_energy e f x
    rw [h, dotProduct_zero] at hE
    have ht := (Finset.sum_eq_zero_iff_of_nonneg
      (fun b _ => mul_nonneg (he b).le (sq_nonneg (f b ⬝ᵥ x)))).1 hE.symm a
      (Finset.mem_univ a)
    exact pow_eq_zero_iff two_ne_zero |>.1 ((mul_eq_zero.1 ht).resolve_left (he a).ne')
  · intro h
    rw [sigmaMatrix_mulVec]
    exact Finset.sum_eq_zero fun a _ => by rw [h a, mul_zero, zero_smul]

/-- Five ligand directions, given by their coordinates. -/
def fiveDirections : Fin 5 → Fin 3 → ℝ :=
  ![![0, 0, 1], ![1, 0, 0], ![3/5, 4/5, 0], ![3/5, 0, 4/5], ![0, 3/5, 4/5]]

/-- The five directions are unit vectors, and ligands of positive strength placed there
annihilate no nonzero d orbital combination. -/
theorem five_ligands_sharp (e : Fin 5 → ℝ) (he : ∀ a, 0 < e a) :
    (∀ a, fiveDirections a ⬝ᵥ fiveDirections a = 1) ∧
      ∀ x, sigmaMatrix e (fun a => sigmaFactor (fiveDirections a)) *ᵥ x = 0 → x = 0 := by
  constructor
  · intro a
    fin_cases a <;> norm_num [fiveDirections, dotProduct, Fin.sum_univ_three]
  · intro x hx
    have h := (nonbonding_iff e _ he x).1 hx
    have key : ∀ p q r : ℝ, sigmaFactor ![p, q, r] ⬝ᵥ x =
        (r ^ 2 - (p ^ 2 + q ^ 2) / 2) * x 0 + √3 * (q * r * x 1 + p * r * x 2
          + p * q * x 3 + (p ^ 2 - q ^ 2) / 2 * x 4) := by
      intro p q r
      simp only [dotProduct, Fin.sum_univ_five]
      simp only [sigmaFactor, Matrix.cons_val]
      ring
    have h0 := (key 0 0 1).symm.trans (h 0)
    have h1 := (key 1 0 0).symm.trans (h 1)
    have h2 := (key (3/5) (4/5) 0).symm.trans (h 2)
    have h3 := (key (3/5) 0 (4/5)).symm.trans (h 3)
    have h4 := (key 0 (3/5) (4/5)).symm.trans (h 4)
    have cancel : ∀ y : ℝ, √3 * y = 0 → y = 0 := fun y hy =>
      (mul_eq_zero.1 hy).resolve_left (by positivity)
    -- the overlap conditions remove the orbitals one at a time
    have x0 : x 0 = 0 := by linear_combination h0
    have x4 : x 4 = 0 := cancel _ (by linear_combination 2 * h1 + x0)
    have x3 : x 3 = 0 := cancel _ (by
      linear_combination 25/12 * (h2 + 1/2 * x0 + 7/50 * √3 * x4))
    have x2 : x 2 = 0 := cancel _ (by
      linear_combination 25/12 * (h3 - 23/50 * x0 - 9/50 * √3 * x4))
    have x1 : x 1 = 0 := cancel _ (by
      linear_combination 25/12 * (h4 - 23/50 * x0 + 9/50 * √3 * x4))
    funext i
    fin_cases i
    exacts [x0, x1, x2, x3, x4]

end

end AngularOverlapSigma
```

The error:

```
Main.lean:72:2: error: unsolved goals
case left.«0»
e : Fin 5 → ℝ
he : ∀ (a : Fin 5), 0 < e a
⊢ ![0, 0, 1] 2 * ![0, 0, 1] 2 = 1

case left.«1»
e : Fin 5 → ℝ
he : ∀ (a : Fin 5), 0 < e a
⊢ ![1, 0, 0] 2 = 0

case left.«2»
e : Fin 5 → ℝ
he : ∀ (a : Fin 5), 0 < e a
⊢ ![3 / 5, 4 / 5, 0] 2 = 0

case left.«3»
e : Fin 5 → ℝ
he : ∀ (a : Fin 5), 0 < e a
⊢ 9 / 25 + ![3 / 5, 0, 4 / 5] 2 * ![3 / 5, 0, 4 / 5] 2 = 1

case left.«4»
e : Fin 5 → ℝ
he : ∀ (a : Fin 5), 0 < e a
⊢ 9 / 25 + ![0, 3 / 5, 4 / 5] 2 * ![0, 3 / 5, 4 / 5] 2 = 1
```

After these edits no error is left:

```diff
@@ -71,5 +71,14 @@
   constructor
   · intro a
-    fin_cases a <;> norm_num [fiveDirections, dotProduct, Fin.sum_univ_three]
+    have len : ∀ p q r : ℝ, ![p, q, r] ⬝ᵥ ![p, q, r] = p ^ 2 + q ^ 2 + r ^ 2 := by
+      intro p q r
+      simp only [dotProduct, Fin.sum_univ_three, Matrix.cons_val]
+      ring
+    fin_cases a
+    · exact (len 0 0 1).trans (by norm_num)
+    · exact (len 1 0 0).trans (by norm_num)
+    · exact (len (3/5) (4/5) 0).trans (by norm_num)
+    · exact (len (3/5) 0 (4/5)).trans (by norm_num)
+    · exact (len 0 (3/5) (4/5)).trans (by norm_num)
   · intro x hx
     have h := (nonbonding_iff e _ he x).1 hx
```

The error lists five unsolved goals, one for each direction, all from the check of unit length. `Fin.sum_univ_three` writes the dot product as a sum over the indices 0, 1 and 2. The `norm_num` call evaluated the entries at 0 and 1 but left the one at 2 unread, as in `![0, 0, 1] 2`. With that entry still standing as an unevaluated term, the arithmetic could not be finished, though every remaining goal is true.

The repair first proves `len`, the formula for the dot product of a general vector `![p, q, r]` with itself. There `simp only` is given `Matrix.cons_val`, which reads off the entries of an explicit vector, including the one at index 2, and `ring` puts the result in the form `p ^ 2 + q ^ 2 + r ^ 2`. Each case then applies `len` to its own coordinates. `exact` accepts this because `fiveDirections` at that index unfolds by definition to the same vector, and `norm_num` has only a sum of squares of numbers to check.
